# On [0, 1], the derivative of iterated McWeeny purification diverges only at occupation 1/2

Let $g(x) = 3x^2 - 2x^3$ be the McWeeny map acting on one occupation number, let $g_n$ be its $n$-fold iterate with $g_0(x) = x$, and let $S_n(x) = g_n'(x)$ be the sensitivity of the purified occupation to the initial one. I use the convention that the Hamiltonian is first mapped linearly to a matrix with eigenvalues in $[0,1]$, with the chemical potential sent to $1/2$.

I believe that a level exactly at the chemical potential has $S_n = (3/2)^n$, while for every other level in $[0,1]$ the sensitivity dies out as $n$ grows. Can this be made rigorous, for all such levels and with a machine-checked proof?

## The sensitivity is a product of gains

Yes, and the decay away from $1/2$ turns out to be faster than geometric. Write $x_0 = x$ and $x_{k+1} = g(x_k)$, so that $x_k = g_k(x)$. One step has derivative $g'(y) = 6y - 6y^2 = 6y(1-y)$, which I call the gain at $y$. The chain rule gives

$$S_n(x) = \prod_{k=0}^{n-1} 6x_k(1-x_k),$$

with the empty product $S_0 = 1$.

**At one half.** Since $g(1/2) = 3/4 - 1/4 = 1/2$, the level never moves. Every gain is $6\cdot\frac12\cdot\frac12 = \frac32$, hence $S_n(1/2) = (3/2)^n$.

**Below one half.** Let $0 \le x < 1/2$ and set $q = x(3-2x)$. Then $q \ge 0$, and $1 - q = (1-x)(1-2x) > 0$, so $q < 1$. For any $y$ with $0 \le y \le x$,

$$q - y(3-2y) = (x-y)\bigl(3 - 2(x+y)\bigr) \ge 0,$$

because $x + y < 1$. Therefore $0 \le g(y) = y\cdot y(3-2y) \le qy \le y$. By induction $0 \le x_n \le x$ and $x_n \le x\,q^n$, so $x_n \to 0$ and the gains $6x_n(1-x_n)$ tend to 0.

**Above one half.** Expanding the cubic gives $g(1-y) = 1 - g(y)$, which is particle-hole symmetry. The orbit of $1-x$ is thus $1-x_n$, and the gain is unchanged under $y \to 1-y$. The gains again tend to 0.

**From gains to the product.** Fix a real $R$ and let $T_n = R^n S_n(x)$. Then

$$T_{n+1} = R\cdot 6x_n(1-x_n)\,T_n,$$

and the factor in front of $T_n$ tends to 0. From some step $N$ on it is at most $1/2$ in magnitude, so $|T_{N+k}| \le |T_N|\,2^{-k}$ and $T_n \to 0$. The case $R = 1$ says that $S_n(x) \to 0$; larger $R$ shows that no geometric rate is fast enough to describe the decay.

## Four steps from occupation 1/4

Starting at $x_0 = 1/4$, the next occupation is $x_1 = \frac{3}{16} - \frac{2}{64} = \frac{5}{32}$. The first two gains are $6\cdot\frac14\cdot\frac34 = \frac98$ and $6\cdot\frac{5}{32}\cdot\frac{27}{32} \approx 0.791$. Continuing in the same way:

| $n$ | $x_n$ | $S_n(1/4)$ | $S_n(1/2)$ |
|---|---|---|---|
| 0 | 0.2500 | 1 | 1 |
| 1 | 0.1563 | 1.125 | 1.5 |
| 2 | 0.0656 | 0.890 | 2.25 |
| 3 | 0.0124 | 0.327 | 3.375 |

The next gain at $1/4$ is about $0.073$, which brings $S_4(1/4)$ down to about $0.024$, against $S_4(1/2) = 5.0625$. The sensitivity rises in the first step before it falls: the limit does not exclude transient growth.

## What the Lean theorems say

`mcWeeny` is $g$, `purify n x` is $g_n(x)$, and `sensitivity n x` is $S_n(x)$, defined as Mathlib's `deriv` of `purify n` at `x`. Occupations are real numbers, and the bounds $0 \le x \le 1$ enter as the hypotheses `h0` and `h1`.

- `sensitivity_half` states $S_n(1/2) = (3/2)^n$ for every natural number $n$.
- `sensitivity_tendsto_zero` states that $R^n S_n(x) \to 0$ for every real $R$ and every $x \in [0,1]$ other than $1/2$.
- `sensitivity_diverges_iff` states that, for $x \in [0,1]$, $S_n(x) \to +\infty$ if and only if $x = 1/2$. Divergence is written `Tendsto … atTop atTop`.
- `sensitivity_outside` concerns the unphysical occupation $(1+\sqrt3)/2 \approx 1.366$, where $S_{n+1} = -3(3/2)^n$.

The last theorem shows that the upper bound `h1` cannot simply be dropped from the decay statement, although $[0,1]$ is not the largest interval on which decay holds. This occupation satisfies $y(1-y) = -\frac12$, so its first gain is $-3$, and its first step lands on $1/2$. Its sensitivity grows without bound in magnitude, but with a negative sign.

The file contains no Hamiltonian and no density matrix. That $1/2$ stands for the chemical potential comes from the initial linear map in your convention. The limits are taken level by level in exact arithmetic, with no bound that holds uniformly near $1/2$; at any fixed $n$, continuity makes levels close enough to $1/2$ nearly as sensitive as $1/2$ itself.

For linear-scaling electronic structure, the result describes to first order how a small error in one initial occupation passes through purification, for a single scalar level with the chemical potential held fixed. A finite error at $1/2$ cannot keep growing as $(3/2)^n$, since occupations that start in $[0,1]$ stay there. Perturbations that mix eigenvectors, truncation of matrix elements and self-consistency need a separate analysis.

```lean
import Mathlib

open Filter Topology

namespace McWeenySensitivity

noncomputable section

/-- The McWeeny purification map acting on a single occupation number. -/
def mcWeeny (x : ℝ) : ℝ := 3 * x ^ 2 - 2 * x ^ 3

/-- The occupation number after `n` purification steps, as a function of the initial one. -/
def purify (n : ℕ) (x : ℝ) : ℝ := mcWeeny^[n] x

/-- The sensitivity of the purified occupation to the initial one: the derivative of the
`n`-fold iterate. -/
def sensitivity (n : ℕ) (x : ℝ) : ℝ := deriv (purify n) x

/-- One more purification step applies the McWeeny map to the current occupation. -/
theorem purify_succ (n : ℕ) (x : ℝ) : purify (n + 1) x = mcWeeny (purify n x) :=
  Function.iterate_succ_apply' _ _ _

/-- Particle-hole symmetry: purifying the hole occupation `1 - x` gives one minus the
purified occupation. -/
theorem purify_reflect (n : ℕ) (x : ℝ) : purify n (1 - x) = 1 - purify n x := by
  induction n with
  | zero => rfl
  | succ n ih =>
    rw [purify_succ, purify_succ, ih]
    unfold mcWeeny
    ring

/-- Chain rule along the purification orbit: the `n`-fold iterate is differentiable, and its
derivative is the product of the gains `6 x_k (1 - x_k)` of the individual steps. -/
theorem hasDerivAt_purify (n : ℕ) (x : ℝ) :
    HasDerivAt (purify n)
      (∏ k ∈ Finset.range n, 6 * purify k x * (1 - purify k x)) x := by
  -- the gain of a single step
  have step : ∀ y : ℝ, HasDerivAt mcWeeny (6 * y * (1 - y)) y := by
    intro y
    have h := ((hasDerivAt_pow 2 y).const_mul (3 : ℝ)).fun_sub
      ((hasDerivAt_pow 3 y).const_mul (2 : ℝ))
    exact h.congr_deriv (by norm_num; ring)
  induction n with
  | zero =>
    rw [Finset.prod_range_zero]
    exact hasDerivAt_id x
  | succ n ih =>
    have e : purify (n + 1) = mcWeeny ∘ purify n := funext fun y => purify_succ n y
    have h := (step (purify n x)).comp x ih
    rw [e]
    exact h.congr_deriv (by rw [Finset.prod_range_succ]; ring)

/-- A level at one half stays there under purification. -/
theorem purify_half (n : ℕ) : purify n (1 / 2) = 1 / 2 := by
  induction n with
  | zero => rfl
  | succ n ih =>
    rw [purify_succ, ih]
    norm_num [mcWeeny]

/-- For a level with initial occupation one half, the sensitivity after `n` steps is exactly
`(3/2)^n`. -/
theorem sensitivity_half (n : ℕ) : sensitivity n (1 / 2) = (3 / 2) ^ n := by
  have e : (6 * (1 / 2) * (1 - 1 / 2) : ℝ) = 3 / 2 := by norm_num
  rw [sensitivity, (hasDerivAt_purify n (1 / 2)).deriv]
  simp only [purify_half]
  rw [Finset.prod_const, Finset.card_range, e]

/-- A level with initial occupation in `[0, 1/2)` is emptied by repeated purification. -/
theorem purify_tendsto_zero {x : ℝ} (h0 : 0 ≤ x) (h1 : x < 1 / 2) :
    Tendsto (fun n => purify n x) atTop (𝓝 0) := by
  obtain ⟨q, hq⟩ : ∃ q, q = x * (3 - 2 * x) := ⟨_, rfl⟩
  have q0 : 0 ≤ q := by
    rw [hq]
    exact mul_nonneg h0 (by linarith)
  have q1 : q < 1 := by
    have : 0 < (1 - x) * (1 - 2 * x) := mul_pos (by linarith) (by linarith)
    rw [hq]
    linarith
  -- each step shrinks the occupation at least by the factor q
  have key : ∀ n, 0 ≤ purify n x ∧ purify n x ≤ x ∧ purify n x ≤ x * q ^ n := by
    intro n
    induction n with
    | zero =>
      have e : purify 0 x = x := rfl
      rw [e, pow_zero, mul_one]
      exact ⟨h0, le_refl x, le_refl x⟩
    | succ n ih =>
      obtain ⟨a, b, c⟩ := ih
      rw [purify_succ]
      generalize purify n x = y at a b c ⊢
      have e : mcWeeny y = y * (y * (3 - 2 * y)) := by
        unfold mcWeeny
        ring
      have hy : y * (3 - 2 * y) ≤ q := by
        have : 0 ≤ (x - y) * (3 - 2 * (x + y)) := mul_nonneg (by linarith) (by linarith)
        rw [hq]
        linarith
      have hs : mcWeeny y ≤ y * q := by
        rw [e]
        exact mul_le_mul_of_nonneg_left hy a
      refine ⟨?_, ?_, ?_⟩
      · rw [e]
        exact mul_nonneg a (mul_nonneg a (by linarith))
      · have : y * q ≤ y * 1 := mul_le_mul_of_nonneg_left q1.le a
        linarith
      · have : y * q ≤ x * q ^ n * q := mul_le_mul_of_nonneg_right c q0
        rw [pow_succ, ← mul_assoc]
        linarith
  have lim := (tendsto_pow_atTop_nhds_zero_of_lt_one q0 q1).const_mul x
  rw [mul_zero] at lim
  exact squeeze_zero (fun n => (key n).1) (fun n => (key n).2.2) lim

/-- A sequence whose successive ratios tend to zero tends to zero itself. -/
theorem tendsto_zero_of_ratio {t b : ℕ → ℝ} (hb : Tendsto b atTop (𝓝 0))
    (h : ∀ n, t (n + 1) = b n * t n) : Tendsto t atTop (𝓝 0) := by
  obtain ⟨N, hN⟩ := Metric.tendsto_atTop.1 hb (1 / 2) (by norm_num)
  -- from step N on, every step at least halves the magnitude
  have key : ∀ k, |t (k + N)| ≤ |t N| * (1 / 2) ^ k := by
    intro k
    induction k with
    | zero => simp
    | succ k ih =>
      have e : t (k + 1 + N) = b (k + N) * t (k + N) := by
        rw [show k + 1 + N = k + N + 1 by omega]
        exact h _
      have hk : |b (k + N)| ≤ 1 / 2 := by
        have := hN (k + N) (by omega)
        rw [Real.dist_eq, sub_zero] at this
        exact this.le
      rw [e, abs_mul]
      calc |b (k + N)| * |t (k + N)| ≤ (1 / 2) * (|t N| * (1 / 2) ^ k) :=
            mul_le_mul hk ih (abs_nonneg _) (by norm_num)
        _ = |t N| * (1 / 2) ^ (k + 1) := by ring
  have lim := (tendsto_pow_atTop_nhds_zero_of_lt_one (r := (1 / 2 : ℝ))
    (by norm_num) (by norm_num)).const_mul |t N|
  rw [mul_zero] at lim
  rw [← tendsto_add_atTop_iff_nat N]
  exact squeeze_zero_norm (fun k => by rw [Real.norm_eq_abs]; exact key k) lim

/-- For every level in `[0,1]` other than one half, the sensitivity tends to zero faster than
any geometric sequence: it does so even when multiplied by `R^n`, for any real `R`. -/
theorem sensitivity_tendsto_zero {x : ℝ} (h0 : 0 ≤ x) (h1 : x ≤ 1) (hx : x ≠ 1 / 2) (R : ℝ) :
    Tendsto (fun n => R ^ n * sensitivity n x) atTop (𝓝 0) := by
  have low : ∀ y : ℝ, 0 ≤ y → y < 1 / 2 →
      Tendsto (fun n => 6 * purify n y * (1 - purify n y)) atTop (𝓝 0) := by
    intro y hy0 hy1
    have h := purify_tendsto_zero hy0 hy1
    have g := (h.const_mul 6).mul (h.const_sub 1)
    have e : (6 : ℝ) * 0 * (1 - 0) = 0 := by norm_num
    rw [e] at g
    exact g
  -- levels above one half are treated as holes below one half
  have gain : Tendsto (fun n => 6 * purify n x * (1 - purify n x)) atTop (𝓝 0) := by
    rcases lt_or_gt_of_ne hx with h | h
    · exact low x h0 h
    · refine (low (1 - x) (by linarith) (by linarith)).congr fun n => ?_
      rw [purify_reflect]
      ring
  have ratio := gain.const_mul R
  rw [mul_zero] at ratio
  refine tendsto_zero_of_ratio ratio fun n => ?_
  rw [sensitivity, sensitivity, (hasDerivAt_purify (n + 1) x).deriv,
    (hasDerivAt_purify n x).deriv, Finset.prod_range_succ, pow_succ]
  ring

/-- Among all levels in `[0,1]`, the sensitivity to the initial occupation diverges under
repeated purification exactly for the level at one half. -/
theorem sensitivity_diverges_iff {x : ℝ} (h0 : 0 ≤ x) (h1 : x ≤ 1) :
    Tendsto (fun n => sensitivity n x) atTop atTop ↔ x = 1 / 2 := by
  constructor
  · intro h
    by_contra hx
    have z := sensitivity_tendsto_zero h0 h1 hx 1
    simp only [one_pow, one_mul] at z
    exact not_tendsto_nhds_of_tendsto_atTop h 0 z
  · intro h
    rw [h]
    simp only [sensitivity_half]
    exact tendsto_pow_atTop_atTop_of_one_lt (by norm_num)

/-- At the occupation `(1 + √3)/2`, which lies outside `[0,1]`, the sensitivity after `n + 1`
steps is `-3 (3/2)^n`. -/
theorem sensitivity_outside (n : ℕ) :
    sensitivity (n + 1) ((1 + Real.sqrt 3) / 2) = -3 * (3 / 2) ^ n := by
  have hs : Real.sqrt 3 ^ 2 = 3 := Real.sq_sqrt (by norm_num)
  -- the first step lands exactly on one half
  have hm : mcWeeny ((1 + Real.sqrt 3) / 2) = 1 / 2 := by
    unfold mcWeeny
    linear_combination (-Real.sqrt 3 / 4) * hs
  have hk : ∀ k, purify (k + 1) ((1 + Real.sqrt 3) / 2) = 1 / 2 := by
    intro k
    have e : purify (k + 1) ((1 + Real.sqrt 3) / 2)
        = purify k (mcWeeny ((1 + Real.sqrt 3) / 2)) := rfl
    rw [e, hm, purify_half]
  have hz : purify 0 ((1 + Real.sqrt 3) / 2) = (1 + Real.sqrt 3) / 2 := rfl
  have hg : 6 * ((1 + Real.sqrt 3) / 2) * (1 - (1 + Real.sqrt 3) / 2) = -3 := by
    linear_combination (-3 / 2) * hs
  have e : (6 * (1 / 2) * (1 - 1 / 2) : ℝ) = 3 / 2 := by norm_num
  rw [sensitivity, (hasDerivAt_purify (n + 1) _).deriv, Finset.prod_range_succ']
  simp only [hk]
  rw [hz, hg, Finset.prod_const, Finset.card_range, e]
  ring

end

end McWeenySensitivity
```

```lean
#print axioms McWeenySensitivity.hasDerivAt_purify
-- 'McWeenySensitivity.hasDerivAt_purify' depends on axioms: [propext, Classical.choice, Quot.sound]
#print axioms McWeenySensitivity.sensitivity_diverges_iff
-- 'McWeenySensitivity.sensitivity_diverges_iff' depends on axioms: [propext, Classical.choice, Quot.sound]
#print axioms McWeenySensitivity.sensitivity_outside
-- 'McWeenySensitivity.sensitivity_outside' depends on axioms: [propext, Classical.choice, Quot.sound]
```

## How the proof follows the calculation

`hasDerivAt_purify` is the chain rule. Its local fact `step` obtains the gain $6y(1-y)$ from the power rule, and the induction composes one more step with `.comp`, using `Finset.prod_range_succ` to split off the last factor. Because the theorem proves differentiability as well as the formula, `deriv` here is a true derivative and not Lean's default value 0.

`purify_half` shows by induction that $1/2$ is fixed. In `sensitivity_half` this turns the product into $n$ equal factors, which `Finset.prod_const` collects into a power.

`purify_tendsto_zero` is the argument below one half. The statement `key` carries three bounds through the induction together: $0 \le x_n$, $x_n \le x$ and $x_n \le x\,q^n$. At the next step, the second gives the comparison $y(3-2y) \le q$ for $y = x_n$, and the first allows that comparison to be multiplied by $y$. The two factorisations used above appear as the products handed to `mul_pos` and `mul_nonneg`, after which `linarith` finishes the inequalities. `squeeze_zero` then traps $x_n$ between 0 and $x\,q^n$.

`tendsto_zero_of_ratio` is the last step of the derivation, stated for arbitrary real sequences. It takes $N$ from the definition of the limit with tolerance $1/2$, proves the halving bound by induction, and transfers the limit of the shifted sequence back with `tendsto_add_atTop_iff_nat`.

`sensitivity_tendsto_zero` joins these parts. The local fact `low` gives vanishing gains below one half, and `gain` extends this to the other side by applying `low` to $1-x$ and rewriting with `purify_reflect`. The closing rewrites verify the recursion for $T_n$ that `tendsto_zero_of_ratio` requires.

In `sensitivity_diverges_iff`, the forward direction assumes $x \ne 1/2$ and takes $R = 1$: the sensitivity would then tend both to 0 and to $+\infty$, which is a contradiction. The reverse direction is the growth of $(3/2)^n$.

For `sensitivity_outside`, `linear_combination` checks the two algebraic identities from $(\sqrt3)^2 = 3$. The product is then split at its first factor with `Finset.prod_range_succ'`, leaving $-3$ times $n$ factors of $3/2$.
